# An obtuse superbase from three pairwise reduced lattice vectors

Take two vectors of the hexagonal lattice, $a=(1,0)$ and $b=(\tfrac12,\tfrac{\sqrt3}{2})$, at 60° to each other. The differences along the closed path $0\to a\to b\to 0$ are $a,\ b-a,\ -b$. They sum to zero, generate the same lattice, and meet pairwise at 120°. In general, if $0\le\langle a,b\rangle\le\tfrac12\min(|a|^2,|b|^2)$, then

$$\langle a,b-a\rangle=\langle a,b\rangle-|a|^2\le0,\quad \langle a,-b\rangle\le0,\quad \langle b-a,-b\rangle=\langle a,b\rangle-|b|^2\le0 .$$

With three vectors the path gives $a,\ b-a,\ c-b,\ -c$. Now the product $\langle b-a,c-b\rangle$ contains both $\langle a,b\rangle$ and $\langle b,c\rangle$, offset only by a single $-|b|^2$ and by $-\langle a,c\rangle$, which may vanish. This is where the factor $\tfrac12$ is needed.

## Reduced pairs, lattices and superbases

```lean
import Mathlib

open scoped InnerProductSpace

namespace SellingFromReducedBasis

variable {V : Type*} [NormedAddCommGroup V] [InnerProductSpace ℝ V]
```

`V` is a real inner-product space of any dimension. Lean writes $\langle x,y\rangle$ as `⟪x, y⟫_ℝ`.

```lean
/-- Two vectors are pair-reduced if twice the absolute value of their inner product is at most
the squared norm of either. -/
def PairReduced (x y : V) : Prop :=
  2 * |⟪x, y⟫_ℝ| ≤ ‖x‖ ^ 2 ∧ 2 * |⟪x, y⟫_ℝ| ≤ ‖y‖ ^ 2
```

A pair is reduced if $2|\langle x,y\rangle|\le|x|^2$ and $2|\langle x,y\rangle|\le|y|^2$. Since $|y\pm x|^2=|y|^2\pm2\langle x,y\rangle+|x|^2$, this means that adding or subtracting one vector never shortens the other.

```lean
/-- The set of all integer combinations of three vectors, as an additive group. -/
def latticeOf (a b c : V) : AddSubgroup V := AddSubgroup.closure {a, b, c}
```

The lattice is $\mathbb Za+\mathbb Zb+\mathbb Zc$, expressed as the smallest additive subgroup containing the three vectors. Linear independence is not assumed, so the definition also admits degenerate triples that span no three-dimensional crystal lattice.

```lean
/-- Four vectors form an obtuse superbase of `L` if they sum to zero, generate `L` over the
integers, and have pairwise nonpositive inner products. -/
def IsObtuseSuperbase (v : Fin 4 → V) (L : AddSubgroup V) : Prop :=
  ∑ i, v i = 0 ∧ AddSubgroup.closure (Set.range v) = L ∧
    ∀ i j, i < j → ⟪v i, v j⟫_ℝ ≤ 0
```

A function `Fin 4 → V` is a list $v_0,v_1,v_2,v_3$. It is an obtuse superbase of $L$ if $\sum_i v_i=0$, the $v_i$ generate $L$, and $\langle v_i,v_j\rangle\le0$ for $i<j$. Right angles are allowed.

```lean
/-- The closed chain of difference vectors `a, b - a, c - b, -c`. -/
def chain (a b c : V) : Fin 4 → V := ![a, b - a, c - b, -c]
```

This is the list of differences along the closed path $0\to a\to b\to c\to0$.

## When two triples generate the same lattice

```lean
omit [InnerProductSpace ℝ V] in
/-- The three generating vectors belong to their lattice. -/
lemma gens_mem (a b c : V) :
    a ∈ latticeOf a b c ∧ b ∈ latticeOf a b c ∧ c ∈ latticeOf a b c :=
  ⟨AddSubgroup.subset_closure (by simp), AddSubgroup.subset_closure (by simp),
    AddSubgroup.subset_closure (by simp)⟩
```

Each generator lies in the lattice it helps to generate.

```lean
omit [InnerProductSpace ℝ V] in
/-- A group of translations containing three vectors contains their lattice. -/
lemma latticeOf_le {a b c : V} {L : AddSubgroup V} (h : a ∈ L ∧ b ∈ L ∧ c ∈ L) :
    latticeOf a b c ≤ L := by
  obtain ⟨ha, hb, hc⟩ := h
  unfold latticeOf
  rw [AddSubgroup.closure_le]
  rintro x (rfl | rfl | rfl)
  exacts [ha, hb, hc]
```

If a subgroup $L$ contains $a,b,c$, it contains every integer combination of them.

```lean
omit [InnerProductSpace ℝ V] in
/-- The lattice is unchanged when the first vector is reversed, when the first two vectors are
exchanged, and when the three are permuted cyclically. -/
lemma latticeOf_symmetries (a b c : V) :
    latticeOf (-a) b c = latticeOf a b c ∧ latticeOf b a c = latticeOf a b c ∧
      latticeOf c a b = latticeOf a b c := by
  obtain ⟨ha, hb, hc⟩ := gens_mem a b c
  obtain ⟨na, nb, nc⟩ := gens_mem (-a) b c
  obtain ⟨sb, sa, sc⟩ := gens_mem b a c
  obtain ⟨rc, ra, rb⟩ := gens_mem c a b
  have na' := neg_mem na
  rw [neg_neg] at na'
  exact ⟨le_antisymm (latticeOf_le ⟨neg_mem ha, hb, hc⟩) (latticeOf_le ⟨na', nb, nc⟩),
    le_antisymm (latticeOf_le ⟨hb, ha, hc⟩) (latticeOf_le ⟨sa, sb, sc⟩),
    le_antisymm (latticeOf_le ⟨hc, ha, hb⟩) (latticeOf_le ⟨ra, rb, rc⟩)⟩
```

Replacing $a$ by $-a$, exchanging $a$ and $b$, or permuting cyclically leaves the lattice unchanged. In each case both inclusions follow from the previous two lemmas.

```lean
/-- Four vectors with zero sum, mutually generating the same lattice as `a, b, c`, and with six
nonpositive inner products form an obtuse superbase. -/
lemma superbase_of {v : Fin 4 → V} {a b c : V} (hs : v 0 + v 1 + v 2 + v 3 = 0)
    (h0 : v 0 ∈ latticeOf a b c) (h1 : v 1 ∈ latticeOf a b c)
    (h2 : v 2 ∈ latticeOf a b c) (h3 : v 3 ∈ latticeOf a b c)
    (hK : ∀ K : AddSubgroup V, (∀ i, v i ∈ K) → a ∈ K ∧ b ∈ K ∧ c ∈ K)
    (h01 : ⟪v 0, v 1⟫_ℝ ≤ 0) (h02 : ⟪v 0, v 2⟫_ℝ ≤ 0) (h03 : ⟪v 0, v 3⟫_ℝ ≤ 0)
    (h12 : ⟪v 1, v 2⟫_ℝ ≤ 0) (h13 : ⟪v 1, v 3⟫_ℝ ≤ 0) (h23 : ⟪v 2, v 3⟫_ℝ ≤ 0) :
    IsObtuseSuperbase v (latticeOf a b c) := by
  refine ⟨by rw [Fin.sum_univ_four]; exact hs, le_antisymm ?_ ?_, ?_⟩
  · rw [AddSubgroup.closure_le]
    rintro _ ⟨i, rfl⟩
    fin_cases i
    exacts [h0, h1, h2, h3]
  · exact latticeOf_le (hK _ fun i => AddSubgroup.subset_closure ⟨i, rfl⟩)
  · intro i j hij
    fin_cases i <;> fin_cases j <;>
      first
      | exact absurd hij (by decide)
      | exact h01
      | exact h02
      | exact h03
      | exact h12
      | exact h13
      | exact h23
```

This lemma assembles a superbase from its parts: the zero sum, the membership of each $v_i$ in the lattice, the recovery of $a,b,c$ from the $v_i$, and six inequalities. Recovery is phrased through `hK`: every subgroup $K$ containing all the $v_i$ also contains $a,b,c$.

## The exact condition for the chain

```lean
/-- Let the pairs `a, b` and `b, c` be reduced. Then `a, b - a, c - b, -c` is an obtuse superbase
of the lattice of `a, b, c` exactly when `⟪a, c⟫` is nonnegative and the smallest of the three
mutual inner products. -/
theorem chain_isObtuseSuperbase_iff {a b c : V} (hab : PairReduced a b)
    (hbc : PairReduced b c) :
    IsObtuseSuperbase (chain a b c) (latticeOf a b c) ↔
      0 ≤ ⟪a, c⟫_ℝ ∧ ⟪a, c⟫_ℝ ≤ ⟪a, b⟫_ℝ ∧ ⟪a, c⟫_ℝ ≤ ⟪b, c⟫_ℝ := by
  constructor
  · -- three of the six inner products give the three conditions
    rintro ⟨_, _, h⟩
    have h03 : ⟪a, -c⟫_ℝ ≤ 0 := h 0 3 (by decide)
    have h02 : ⟪a, c - b⟫_ℝ ≤ 0 := h 0 2 (by decide)
    have h13 : ⟪b - a, -c⟫_ℝ ≤ 0 := h 1 3 (by decide)
    simp only [inner_sub_left, inner_sub_right, inner_neg_right] at h03 h02 h13
    refine ⟨?_, ?_, ?_⟩ <;> linarith
  · rintro ⟨h0, h1, h2⟩
    obtain ⟨ha, hb, hc⟩ := gens_mem a b c
    obtain ⟨p1, p2⟩ := hab
    obtain ⟨q1, q2⟩ := hbc
    have l1 := le_abs_self ⟪a, b⟫_ℝ
    have l2 := le_abs_self ⟪b, c⟫_ℝ
    have s2 : ⟪c, b⟫_ℝ = ⟪b, c⟫_ℝ := real_inner_comm _ _
    have e01 : ⟪a, b - a⟫_ℝ ≤ 0 := by
      rw [inner_sub_right, real_inner_self_eq_norm_sq]; linarith
    have e02 : ⟪a, c - b⟫_ℝ ≤ 0 := by rw [inner_sub_right]; linarith
    have e03 : ⟪a, -c⟫_ℝ ≤ 0 := by rw [inner_neg_right]; linarith
    -- the only place where both reduction conditions on `b` are needed together
    have e12 : ⟪b - a, c - b⟫_ℝ ≤ 0 := by
      simp only [inner_sub_left, inner_sub_right, real_inner_self_eq_norm_sq]; linarith
    have e13 : ⟪b - a, -c⟫_ℝ ≤ 0 := by
      simp only [inner_sub_left, inner_neg_right]; linarith
    have e23 : ⟪c - b, -c⟫_ℝ ≤ 0 := by
      simp only [inner_sub_left, inner_neg_right, real_inner_self_eq_norm_sq]; linarith
    refine superbase_of ?_ ha (sub_mem hb ha) (sub_mem hc hb) (neg_mem hc) ?_
      e01 e02 e03 e12 e13 e23
    · change a + (b - a) + (c - b) + -c = 0
      abel
    · intro K m
      have m0 : a ∈ K := m 0
      have m1 : b - a ∈ K := m 1
      have m3 : -c ∈ K := m 3
      have kb := add_mem m1 m0
      have kc := neg_mem m3
      rw [sub_add_cancel] at kb
      rw [neg_neg] at kc
      exact ⟨m0, kb, kc⟩
```

Assume that $(a,b)$ and $(b,c)$ are reduced. The chain is an obtuse superbase exactly when

$$0\le\langle a,c\rangle,\qquad \langle a,c\rangle\le\langle a,b\rangle,\qquad \langle a,c\rangle\le\langle b,c\rangle .$$

Nothing is assumed about the reduction of $(a,c)$.

For the forward direction, three products suffice: $\langle a,-c\rangle\le0$, $\langle a,c-b\rangle\le0$ and $\langle b-a,-c\rangle\le0$ are the three conditions after expansion.

Conversely, the conditions make all three mutual products nonnegative, and the six products of the chain are

$$\begin{aligned}
\langle a,b-a\rangle&=\langle a,b\rangle-|a|^2\le0,\\
\langle a,c-b\rangle&=\langle a,c\rangle-\langle a,b\rangle\le0,\\
\langle a,-c\rangle&=-\langle a,c\rangle\le0,\\
\langle b-a,c-b\rangle&=\langle a,b\rangle+\langle b,c\rangle-|b|^2-\langle a,c\rangle\le-\langle a,c\rangle\le0,\\
\langle b-a,-c\rangle&=\langle a,c\rangle-\langle b,c\rangle\le0,\\
\langle c-b,-c\rangle&=\langle b,c\rangle-|c|^2\le0 .
\end{aligned}$$

In the fourth line, each of $\langle a,b\rangle$ and $\langle b,c\rangle$ is at most $\tfrac12|b|^2$. The sum of the four vectors telescopes to zero. The original vectors return as $b=(b-a)+a$ and $c=-(-c)$, so the lattice is the same.

The tactic that does this work is `linarith`. It proves a linear inequality by finding a suitable combination of known ones. First `simp only` or `rw` expands the inner products by linearity; `linarith` then treats each remaining product or squared norm as an unknown number. For `e12` it can add half of `p2`, half of `q1`, the bounds `l1` and `l2` that remove the absolute values, and `h0`. It knows no geometry, not even that $\langle b,a\rangle=\langle a,b\rangle$. Where both orders occur, as in the next proof, that equality is supplied separately.

## The remaining sign patterns

```lean
/-- If `a, b, c` are pairwise reduced with nonpositive mutual inner products, then
`a, b, c, -(a + b + c)` is an obtuse superbase of their lattice. -/
theorem obtuse_case {a b c : V} (hab : PairReduced a b) (hbc : PairReduced b c)
    (hac : PairReduced a c) (h1 : ⟪a, b⟫_ℝ ≤ 0) (h2 : ⟪b, c⟫_ℝ ≤ 0) (h3 : ⟪a, c⟫_ℝ ≤ 0) :
    IsObtuseSuperbase ![a, b, c, -(a + b + c)] (latticeOf a b c) := by
  obtain ⟨ha, hb, hc⟩ := gens_mem a b c
  obtain ⟨p1, p2⟩ := hab
  obtain ⟨q1, q2⟩ := hbc
  obtain ⟨r1, r2⟩ := hac
  rw [abs_of_nonpos h1] at p1 p2
  rw [abs_of_nonpos h2] at q1 q2
  rw [abs_of_nonpos h3] at r1 r2
  have s1 : ⟪b, a⟫_ℝ = ⟪a, b⟫_ℝ := real_inner_comm _ _
  have s2 : ⟪c, b⟫_ℝ = ⟪b, c⟫_ℝ := real_inner_comm _ _
  have s3 : ⟪c, a⟫_ℝ = ⟪a, c⟫_ℝ := real_inner_comm _ _
  have e03 : ⟪a, -(a + b + c)⟫_ℝ ≤ 0 := by
    simp only [inner_neg_right, inner_add_right, real_inner_self_eq_norm_sq]; linarith
  have e13 : ⟪b, -(a + b + c)⟫_ℝ ≤ 0 := by
    simp only [inner_neg_right, inner_add_right, real_inner_self_eq_norm_sq]; linarith
  have e23 : ⟪c, -(a + b + c)⟫_ℝ ≤ 0 := by
    simp only [inner_neg_right, inner_add_right, real_inner_self_eq_norm_sq]; linarith
  refine superbase_of ?_ ha hb hc (neg_mem (add_mem (add_mem ha hb) hc))
    (fun K m => ⟨m 0, m 1, m 2⟩) h1 h3 e03 h2 e13 e23
  change a + b + c + -(a + b + c) = 0
  abel
```

If all three products are nonpositive, the vectors are already mutually obtuse, and $-(a+b+c)$ closes the sum. For the first vector,

$$\langle a,-(a+b+c)\rangle=-|a|^2+|\langle a,b\rangle|+|\langle a,c\rangle|\le0,$$

because each absolute value is at most $\tfrac12|a|^2$. The same estimate holds for $b$ and $c$.

```lean
/-- Being pair-reduced does not depend on the order of the two vectors. -/
lemma PairReduced.symm {x y : V} (h : PairReduced x y) : PairReduced y x := by
  unfold PairReduced at *
  rw [real_inner_comm x y]
  exact ⟨h.2, h.1⟩
```

Reduction is symmetric in the two vectors.

```lean
/-- Being pair-reduced is preserved when the first vector is reversed. -/
lemma PairReduced.neg {x y : V} (h : PairReduced x y) : PairReduced (-x) y := by
  unfold PairReduced at *
  rwa [inner_neg_left, abs_neg, norm_neg]
```

Reversing a vector changes neither its length nor the absolute value of the product.

```lean
/-- The lattice of three pairwise reduced vectors with nonnegative mutual inner products has an
obtuse superbase, namely the chain of some `x, y, z` that form the same set as `a, b, c`. -/
theorem acute_case {a b c : V} (hab : PairReduced a b) (hbc : PairReduced b c)
    (hac : PairReduced a c) (h1 : 0 ≤ ⟪a, b⟫_ℝ) (h2 : 0 ≤ ⟪b, c⟫_ℝ) (h3 : 0 ≤ ⟪a, c⟫_ℝ) :
    ∃ x y z : V, ({x, y, z} : Set V) = {a, b, c} ∧
      IsObtuseSuperbase (chain x y z) (latticeOf a b c) := by
  have s1 : ⟪b, a⟫_ℝ = ⟪a, b⟫_ℝ := real_inner_comm _ _
  have s2 : ⟪c, b⟫_ℝ = ⟪b, c⟫_ℝ := real_inner_comm _ _
  have build : ∀ x y z : V, ({x, y, z} : Set V) = {a, b, c} → PairReduced x y →
      PairReduced y z → 0 ≤ ⟪x, z⟫_ℝ → ⟪x, z⟫_ℝ ≤ ⟪x, y⟫_ℝ → ⟪x, z⟫_ℝ ≤ ⟪y, z⟫_ℝ →
      ∃ x y z : V, ({x, y, z} : Set V) = {a, b, c} ∧
        IsObtuseSuperbase (chain x y z) (latticeOf a b c) := by
    intro x y z hset hxy hyz k0 k1 k2
    have hL : latticeOf x y z = latticeOf a b c := congrArg AddSubgroup.closure hset
    exact ⟨x, y, z, hset, hL ▸ (chain_isObtuseSuperbase_iff hxy hyz).2 ⟨k0, k1, k2⟩⟩
  -- the two vectors with the smallest inner product are placed at the ends
  by_cases k : ⟪a, c⟫_ℝ ≤ ⟪a, b⟫_ℝ ∧ ⟪a, c⟫_ℝ ≤ ⟪b, c⟫_ℝ
  · exact build a b c rfl hab hbc h3 k.1 k.2
  · rcases le_total ⟪a, b⟫_ℝ ⟪b, c⟫_ℝ with l | l
    · have m : ⟪a, b⟫_ℝ ≤ ⟪a, c⟫_ℝ := by
        by_contra hn
        exact k ⟨by linarith, by linarith⟩
      exact build a c b (by rw [Set.pair_comm]) hac hbc.symm h1 m (by linarith)
    · have m : ⟪b, c⟫_ℝ ≤ ⟪a, c⟫_ℝ := by
        by_contra hn
        exact k ⟨by linarith, by linarith⟩
      exact build b a c (Set.insert_comm _ _ _) hab.symm hac h2 (by linarith) m
```

If all three products are nonnegative, one of them is smallest. Put its two vectors at the ends and the third in the middle, and the chain theorem applies. The proof uses the orders $(a,b,c)$, $(a,c,b)$ and $(b,a,c)$. The equality of sets in the statement records that the same vectors are used.

```lean
/-- The lattice of any three pairwise reduced vectors has an obtuse superbase. -/
theorem exists_obtuseSuperbase {a b c : V} (hab : PairReduced a b) (hbc : PairReduced b c)
    (hac : PairReduced a c) : ∃ v, IsObtuseSuperbase v (latticeOf a b c) := by
  -- reversing one vector makes all three inner products agree in sign
  have flip : ∀ x y z : V, PairReduced x y → PairReduced y z → PairReduced x z →
      ((0 ≤ ⟪x, y⟫_ℝ ∧ 0 ≤ ⟪x, z⟫_ℝ ∧ ⟪y, z⟫_ℝ ≤ 0) ∨
        (⟪x, y⟫_ℝ ≤ 0 ∧ ⟪x, z⟫_ℝ ≤ 0 ∧ 0 ≤ ⟪y, z⟫_ℝ)) →
      ∃ v, IsObtuseSuperbase v (latticeOf x y z) := by
    intro x y z hxy hyz hxz h
    rw [← (latticeOf_symmetries x y z).1]
    rcases h with ⟨k1, k2, k3⟩ | ⟨k1, k2, k3⟩
    · exact ⟨_, obtuse_case hxy.neg hyz hxz.neg (by rw [inner_neg_left]; linarith) k3
        (by rw [inner_neg_left]; linarith)⟩
    · obtain ⟨p, q, r, _, h⟩ := acute_case hxy.neg hyz hxz.neg
        (by rw [inner_neg_left]; linarith) k3 (by rw [inner_neg_left]; linarith)
      exact ⟨_, h⟩
  have s1 : ⟪b, a⟫_ℝ = ⟪a, b⟫_ℝ := real_inner_comm _ _
  have s2 : ⟪c, b⟫_ℝ = ⟪b, c⟫_ℝ := real_inner_comm _ _
  have s3 : ⟪c, a⟫_ℝ = ⟪a, c⟫_ℝ := real_inner_comm _ _
  have flipB := flip b a c hab.symm hac hbc
  have flipC := flip c a b hac.symm hab hbc.symm
  rw [(latticeOf_symmetries a b c).2.1, s1] at flipB
  rw [(latticeOf_symmetries a b c).2.2, s2, s3] at flipC
  rcases le_total 0 ⟪a, b⟫_ℝ with h1 | h1 <;> rcases le_total 0 ⟪b, c⟫_ℝ with h2 | h2 <;>
    rcases le_total 0 ⟪a, c⟫_ℝ with h3 | h3
  · obtain ⟨p, q, r, _, h⟩ := acute_case hab hbc hac h1 h2 h3
    exact ⟨_, h⟩
  · exact flipB (Or.inl ⟨h1, h2, h3⟩)
  · exact flip a b c hab hbc hac (Or.inl ⟨h1, h3, h2⟩)
  · exact flipC (Or.inr ⟨h3, h2, h1⟩)
  · exact flipC (Or.inl ⟨h3, h2, h1⟩)
  · exact flip a b c hab hbc hac (Or.inr ⟨h1, h3, h2⟩)
  · exact flipB (Or.inr ⟨h1, h2, h3⟩)
  · exact ⟨_, obtuse_case hab hbc hac h1 h2 h3⟩
```

For mixed signs, two products agree in sign and the third can be taken with the opposite sign. The two that agree share a vector; reversing it makes all three agree. The local lemma `flip` does this, and the final case split covers the eight sign patterns.

Selling's reduction starts from an arbitrary lattice basis, whereas pairwise reduction is a hypothesis here and no algorithm for reaching it is given. For a genuine three-dimensional lattice with such a basis, an obtuse superbase is a useful starting point for constructing the Wigner–Seitz cell, or the Brillouin zone if the lattice is reciprocal.

## The face-centred cubic vectors

```lean
/-- The face-centred cubic vectors `(0,1,1)`, `(1,0,1)`, `(1,1,0)` are pairwise reduced, and all
their mutual inner products equal one. -/
theorem fcc_witness :
    let a : EuclideanSpace ℝ (Fin 3) := !₂[0, 1, 1]
    let b : EuclideanSpace ℝ (Fin 3) := !₂[1, 0, 1]
    let c : EuclideanSpace ℝ (Fin 3) := !₂[1, 1, 0]
    (PairReduced a b ∧ PairReduced b c ∧ PairReduced a c) ∧
      ⟪a, b⟫_ℝ = 1 ∧ ⟪b, c⟫_ℝ = 1 ∧ ⟪a, c⟫_ℝ = 1 := by
  have key : ∀ x y z x' y' z' : ℝ,
      ⟪(!₂[x, y, z] : EuclideanSpace ℝ (Fin 3)), !₂[x', y', z']⟫_ℝ
        = x * x' + y * y' + z * z' := by
    intro x y z x' y' z'
    simp [PiLp.inner_apply, Fin.sum_univ_three]
    ring
  simp only [PairReduced, ← real_inner_self_eq_norm_sq, key]
  norm_num

end SellingFromReducedBasis
```

The notation `!₂[0, 1, 1]` denotes a vector with the Euclidean norm. Each vector has squared length $2$ and each mutual product is $1$, so the reduction bounds hold with equality. The hypotheses and conditions of the chain theorem are therefore met, and it gives the superbase

$$(0,1,1),\quad(1,-1,0),\quad(0,1,-1),\quad(-1,-1,0).$$

Of its six mutual products, four equal $-1$ and two vanish.

```lean
#print axioms SellingFromReducedBasis.exists_obtuseSuperbase
-- 'SellingFromReducedBasis.exists_obtuseSuperbase' depends on axioms: [propext, Classical.choice, Quot.sound]
```
